# With exact mixture averages on a finite configuration set, the MBAR equations fix the reduced free energies up to one common constant

Let \(X\) be a finite nonempty set of configurations and \(K\) a finite set of thermodynamic states, where state \(k\) has a real reduced energy \(u_k(x)\), partition function \(Z_k=\sum_x e^{-u_k(x)}\), Gibbs law \(p_k(x)=e^{-u_k(x)}/Z_k\) and weight \(n_k\ge 0\), with \(\sum_k n_k=1\). The multistate Bennett acceptance ratio (MBAR) method estimates differences of the reduced free energies \(-\ln Z_k\) from samples pooled over several states. The mixture law is \(m(x)=\sum_k n_k p_k(x)\). For trial reduced free energies \(f_k\), the MBAR denominator is \(D(x)=\sum_k n_k e^{f_k-u_k(x)}\), and the MBAR equation of state \(i\) is \(e^{-f_i}=\sum_x m(x)\,e^{-u_i(x)}/D(x)\).

```lean
import Mathlib

open Finset

namespace MBAREquations

noncomputable section

variable {K X : Type*} [Fintype K] [Fintype X]

/-- The partition function of a reduced energy `v` on a finite set of configurations. -/
def Z (v : X → ℝ) : ℝ := ∑ x, Real.exp (-v x)

/-- The Gibbs law of a reduced energy `v` on a nonempty finite set of configurations. -/
def gibbs (v : X → ℝ) (x : X) : ℝ := Real.exp (-v x) / Z v

/-- The mixture of the Gibbs laws of the states `k` with weights `n k`. -/
def mixture (n : K → ℝ) (u : K → X → ℝ) (x : X) : ℝ := ∑ k, n k * gibbs (u k) x

/-- The MBAR denominator at configuration `x` for trial free energies `f`. -/
def denom (n : K → ℝ) (u : K → X → ℝ) (f : K → ℝ) (x : X) : ℝ :=
  ∑ k, n k * Real.exp (f k - u k x)

/-- The mixture average of the Boltzmann factor of state `i` over the MBAR denominator, for
nonnegative weights summing to one and a nonempty set of configurations. -/
def mbarAverage (n : K → ℝ) (u : K → X → ℝ) (f : K → ℝ) (i : K) : ℝ :=
  ∑ x, mixture n u x * (Real.exp (-u i x) / denom n u f x)

/-- The trial free energies `f` satisfy the MBAR equation of every state. -/
def SolvesMBAR (n : K → ℝ) (u : K → X → ℝ) (f : K → ℝ) : Prop :=
  ∀ i, Real.exp (-f i) = mbarAverage n u f i

/-- One step of the self-consistent MBAR iteration, for nonnegative weights that are not all
zero and a nonempty set of configurations. -/
def mbarUpdate (n : K → ℝ) (u : K → X → ℝ) (f : K → ℝ) (i : K) : ℝ :=
  -Real.log (mbarAverage n u f i)

/-- For nonnegative weights summing to one, the weighted mean of a positive quantity is
positive. -/
theorem weighted_pos {n : K → ℝ} (hn : ∀ k, 0 ≤ n k) (h1 : ∑ k, n k = 1)
    {a : K → ℝ} (ha : ∀ k, 0 < a k) : 0 < ∑ k, n k * a k := by
  have hex : ∃ k, 0 < n k := by
    by_contra h
    have h0 : ∑ k, n k ≤ 0 :=
      Finset.sum_nonpos (fun k _ => not_lt.1 (fun hk => h ⟨k, hk⟩))
    linarith
  obtain ⟨k, hk⟩ := hex
  exact Finset.sum_pos' (fun j _ => mul_nonneg (hn j) (ha j).le)
    ⟨k, Finset.mem_univ k, mul_pos hk (ha k)⟩

variable [Nonempty X]

/-- The partition function on a nonempty finite set of configurations is positive. -/
theorem Z_pos (v : X → ℝ) : 0 < Z v :=
  Finset.sum_pos (fun _ _ => Real.exp_pos _) Finset.univ_nonempty

/-- A Boltzmann factor shifted by a trial free energy `t` is the Gibbs law times the
exponential of the error `t + ln Z`. -/
theorem boltzmann_eq (v : X → ℝ) (t : ℝ) (x : X) :
    Real.exp (t - v x) = Real.exp (t + Real.log (Z v)) * gibbs v x := by
  have hZ := Z_pos v
  have hne := hZ.ne'
  rw [gibbs, Real.exp_add, Real.exp_log hZ, sub_eq_add_neg, Real.exp_add]
  field_simp

/-- For nonnegative weights summing to one, if all `f k + ln Z k` lie between `a` and `b`,
the ratio of the mixture law to the MBAR denominator lies between `exp (-b)` and `exp (-a)`. -/
theorem ratio_bounds {n : K → ℝ} (hn : ∀ k, 0 ≤ n k) (h1 : ∑ k, n k = 1)
    (u : K → X → ℝ) (f : K → ℝ) (x : X) :
    (∀ b, (∀ k, f k + Real.log (Z (u k)) ≤ b) →
      Real.exp (-b) ≤ mixture n u x / denom n u f x) ∧
    (∀ a, (∀ k, a ≤ f k + Real.log (Z (u k))) →
      mixture n u x / denom n u f x ≤ Real.exp (-a)) := by
  have hD : 0 < denom n u f x := weighted_pos hn h1 (fun _ => Real.exp_pos _)
  have hg : ∀ k, 0 ≤ gibbs (u k) x := fun k => (div_pos (Real.exp_pos _) (Z_pos _)).le
  have hcancel : ∀ c p : ℝ, Real.exp (-c) * (Real.exp c * p) = p := fun c p => by
    rw [← mul_assoc, ← Real.exp_add, neg_add_cancel, Real.exp_zero, one_mul]
  constructor
  · intro b hb
    have h : denom n u f x ≤ Real.exp b * mixture n u x := by
      rw [denom, mixture, Finset.mul_sum]
      refine Finset.sum_le_sum (fun k _ => ?_)
      rw [boltzmann_eq, mul_left_comm (Real.exp b)]
      exact mul_le_mul_of_nonneg_left
        (mul_le_mul_of_nonneg_right (Real.exp_le_exp.2 (hb k)) (hg k)) (hn k)
    rw [le_div_iff₀ hD]
    have h2 := mul_le_mul_of_nonneg_left h (Real.exp_pos (-b)).le
    rwa [hcancel] at h2
  · intro a ha
    have h : Real.exp a * mixture n u x ≤ denom n u f x := by
      rw [denom, mixture, Finset.mul_sum]
      refine Finset.sum_le_sum (fun k _ => ?_)
      rw [boltzmann_eq, mul_left_comm (Real.exp a)]
      exact mul_le_mul_of_nonneg_left
        (mul_le_mul_of_nonneg_right (Real.exp_le_exp.2 (ha k)) (hg k)) (hn k)
    rw [div_le_iff₀ hD]
    have h2 := mul_le_mul_of_nonneg_left h (Real.exp_pos (-a)).le
    rwa [hcancel] at h2

/-- **MBAR equations.** For nonnegative weights summing to one, trial free energies solve all
MBAR equations exactly when `f k + ln Z k` is the same for every state. -/
theorem solvesMBAR_iff {n : K → ℝ} (hn : ∀ k, 0 ≤ n k) (h1 : ∑ k, n k = 1)
    (u : K → X → ℝ) (f : K → ℝ) :
    SolvesMBAR n u f ↔ ∃ c, ∀ k, f k + Real.log (Z (u k)) = c := by
  have hexp : ∀ (c : ℝ) (j : K),
      Real.exp (-f j) = Real.exp (-c) * Z (u j) ↔ f j + Real.log (Z (u j)) = c := by
    intro c j
    have h : Real.exp (-c) * Z (u j) = Real.exp (-c + Real.log (Z (u j))) := by
      rw [Real.exp_add, Real.exp_log (Z_pos _)]
    rw [h, Real.exp_eq_exp]
    constructor <;> intro h <;> linarith
  have hterm : ∀ (j : K) (x : X), mixture n u x * (Real.exp (-u j x) / denom n u f x)
      = mixture n u x / denom n u f x * Real.exp (-u j x) := fun j x => by ring
  -- a constant ratio of mixture to denominator makes every average explicit
  have havg : ∀ c : ℝ, (∀ x, mixture n u x / denom n u f x = Real.exp (-c)) →
      ∀ j, mbarAverage n u f j = Real.exp (-c) * Z (u j) := by
    intro c hc j
    rw [mbarAverage, Z, Finset.mul_sum]
    exact Finset.sum_congr rfl (fun x _ => by rw [hterm, hc])
  constructor
  · intro h
    have hK : Nonempty K := by
      by_contra hK
      rw [not_nonempty_iff] at hK
      simp at h1
    -- the state with the largest error forces the ratio to be constant
    obtain ⟨i, hi⟩ := Finite.exists_max (fun k => f k + Real.log (Z (u k)))
    obtain ⟨c, hc⟩ : ∃ c, f i + Real.log (Z (u i)) = c := ⟨_, rfl⟩
    have hle : ∀ x ∈ (Finset.univ : Finset X), Real.exp (-c) * Real.exp (-u i x)
        ≤ mixture n u x / denom n u f x * Real.exp (-u i x) := fun x _ =>
      mul_le_mul_of_nonneg_right
        ((ratio_bounds hn h1 u f x).1 c (fun k => (hi k).trans_eq hc)) (Real.exp_pos _).le
    have hsum : ∑ x, Real.exp (-c) * Real.exp (-u i x)
        = ∑ x, mixture n u x / denom n u f x * Real.exp (-u i x) := by
      rw [← Finset.mul_sum]
      refine ((hexp c i).2 hc).symm.trans ((h i).trans ?_)
      exact Finset.sum_congr rfl (fun x _ => hterm i x)
    have heq := (Finset.sum_eq_sum_iff_of_le hle).1 hsum
    have hr : ∀ x, mixture n u x / denom n u f x = Real.exp (-c) := fun x =>
      (mul_right_cancel₀ (Real.exp_pos (-u i x)).ne' (heq x (Finset.mem_univ x))).symm
    exact ⟨c, fun j => (hexp c j).1 ((h j).trans (havg c hr j))⟩
  · rintro ⟨c, hc⟩ j
    have hr : ∀ x, mixture n u x / denom n u f x = Real.exp (-c) := fun x =>
      le_antisymm ((ratio_bounds hn h1 u f x).2 c (fun k => (hc k).ge))
        ((ratio_bounds hn h1 u f x).1 c (fun k => (hc k).le))
    rw [havg c hr j]
    exact (hexp c j).2 (hc j)

/-- For nonnegative weights summing to one, the MBAR solution with `f r = 0` at a reference
state `r` is unique and equals `-ln (Z k / Z r)`. -/
theorem solvesMBAR_reference {n : K → ℝ} (hn : ∀ k, 0 ≤ n k) (h1 : ∑ k, n k = 1)
    (u : K → X → ℝ) (f : K → ℝ) (r : K) :
    (SolvesMBAR n u f ∧ f r = 0) ↔ ∀ k, f k = -Real.log (Z (u k) / Z (u r)) := by
  have hlog : ∀ k, Real.log (Z (u k) / Z (u r)) = Real.log (Z (u k)) - Real.log (Z (u r)) :=
    fun k => Real.log_div (Z_pos _).ne' (Z_pos _).ne'
  rw [solvesMBAR_iff hn h1]
  constructor
  · rintro ⟨⟨c, hc⟩, h0⟩ k
    rw [hlog]
    linarith [hc k, hc r]
  · intro h
    refine ⟨⟨Real.log (Z (u r)), fun k => ?_⟩, ?_⟩
    · rw [h k, hlog]
      ring
    · rw [h r, hlog]
      ring

/-- For nonnegative weights summing to one, if all `f k + ln Z k` lie in `[a, b]`, they still
do after one step of the self-consistent MBAR iteration. -/
theorem mbarUpdate_mem {n : K → ℝ} (hn : ∀ k, 0 ≤ n k) (h1 : ∑ k, n k = 1)
    (u : K → X → ℝ) (f : K → ℝ) {a b : ℝ}
    (h : ∀ k, f k + Real.log (Z (u k)) ∈ Set.Icc a b) (i : K) :
    mbarUpdate n u f i + Real.log (Z (u i)) ∈ Set.Icc a b := by
  have havg : mbarAverage n u f i
      = ∑ x, mixture n u x / denom n u f x * Real.exp (-u i x) :=
    Finset.sum_congr rfl (fun x _ => by ring)
  have hlo : Real.exp (-b) * Z (u i) ≤ mbarAverage n u f i := by
    rw [havg, Z, Finset.mul_sum]
    exact Finset.sum_le_sum (fun x _ => mul_le_mul_of_nonneg_right
      ((ratio_bounds hn h1 u f x).1 b (fun k => (h k).2)) (Real.exp_pos _).le)
  have hhi : mbarAverage n u f i ≤ Real.exp (-a) * Z (u i) := by
    rw [havg, Z, Finset.mul_sum]
    exact Finset.sum_le_sum (fun x _ => mul_le_mul_of_nonneg_right
      ((ratio_bounds hn h1 u f x).2 a (fun k => (h k).1)) (Real.exp_pos _).le)
  have hpos : 0 < Real.exp (-b) * Z (u i) := mul_pos (Real.exp_pos _) (Z_pos _)
  -- take logarithms of both bounds
  have l1 := Real.log_le_log hpos hlo
  have l2 := Real.log_le_log (hpos.trans_le hlo) hhi
  rw [Real.log_mul (Real.exp_pos _).ne' (Z_pos _).ne', Real.log_exp] at l1 l2
  rw [mbarUpdate]
  constructor <;> linarith

end

end MBAREquations
```

```lean
#print axioms MBAREquations.solvesMBAR_iff
#print axioms MBAREquations.solvesMBAR_reference
#print axioms MBAREquations.mbarUpdate_mem
```

```
'MBAREquations.solvesMBAR_iff' depends on axioms: [propext, Classical.choice, Quot.sound]
'MBAREquations.solvesMBAR_reference' depends on axioms: [propext, Classical.choice, Quot.sound]
'MBAREquations.mbarUpdate_mem' depends on axioms: [propext, Classical.choice, Quot.sound]
```

## The equations and their solutions

The main theorem, `solvesMBAR_iff`, says that the numbers \(f_k\) satisfy the MBAR equation of every state exactly when there is a constant \(c\) with

\[
f_k+\ln Z_k=c\qquad\text{for all }k .
\]

The true reduced free energy of state \(k\) is \(-\ln Z_k\), so \(f_k+\ln Z_k\) is the error of the trial value. The equations therefore hold exactly when all states have the same error. The common constant is an arbitrary zero of the reduced free energies. The free energies themselves are \(k_BT_k\) times the reduced ones, so between states at different temperatures \(T_k\) the constant shifts them by different amounts.

The theorem `solvesMBAR_reference` removes this freedom by setting \(f_r=0\) at a chosen reference state \(r\). The equations then have exactly one solution,

\[
f_k=-\ln\frac{Z_k}{Z_r}.
\]

The third result, `mbarUpdate_mem`, concerns the self-consistent iteration, in which the right-hand side of equation \(i\), evaluated at the current \(f\), supplies the new value of \(e^{-f_i}\). If all errors lie in an interval \([a,b]\) before a step, they lie in the same interval after it. This bounds the iteration but does not state that it converges, or how fast.

## What the Lean objects stand for

The types `K` and `X` are the states and the configurations. The function `u : K → X → ℝ` holds the reduced energies, for instance \(\beta_k U_k(x)\) for a potential \(U_k\) at inverse temperature \(\beta_k\), so everything is dimensionless. The definitions `Z`, `gibbs`, `mixture` and `denom` are \(Z_k\), \(p_k\), \(m\) and \(D\); `mbarAverage` is the right-hand side of the MBAR equation, and `SolvesMBAR` requires that equation for every `i`.

The weights `n` represent the fractions of the samples drawn from each state. The hypotheses `hn` and `h1` say that they are nonnegative and sum to one. A weight may be zero, which describes a state from which nothing was sampled. Such a state does not enter \(D\), but it still has its own equation, and its free energy is determined like the others.

In a simulation, the average over \(m\) is replaced by an average over the pooled samples. Here it is the exact sum over \(X\), so the theorems describe the equations that the estimator approximates, and they say nothing about its variance, its bias or the solutions for a finite data set. For differences of reduced free energy between alchemical or temperature states, they show that the equations have the correct target, within a finite configuration space and with perfect sampling.

Real-valued energies give every configuration a positive probability in every state, so hard walls with infinite energy are excluded. This matters for uniqueness: if there were only two states, both sampled and with disjoint supports, their equations would hold for any \(f_1\) and \(f_2\), because nothing would link them.

## The derivation

Write \(\delta_k=f_k+\ln Z_k\) for the error of state \(k\). Since \(e^{\delta_k}=e^{f_k}Z_k\), each term of the denominator is a multiple of a Gibbs law:

\[
e^{f_k-u_k(x)}=e^{\delta_k}\,p_k(x),\qquad D(x)=\sum_k n_k\,e^{\delta_k}p_k(x).
\]

At least one weight is positive, so \(D(x)>0\). Suppose that \(a\le \delta_k\le b\) for all \(k\). Comparing the sums for \(D\) and \(m\) term by term gives \(e^{a}m(x)\le D(x)\le e^{b}m(x)\), and therefore

\[
e^{-b}\le R(x)\le e^{-a},\qquad R(x)=\frac{m(x)}{D(x)} .
\]

The right-hand side of equation \(i\) is \(A_i=\sum_x R(x)\,e^{-u_i(x)}\).

**Equal errors solve the equations.** If \(\delta_k=c\) for all \(k\), take \(a=b=c\). Then \(R(x)=e^{-c}\) at every \(x\), and \(A_i=e^{-c}Z_i\). Since \(c=f_i+\ln Z_i\), this equals \(e^{-f_i}\).

**Solutions have equal errors.** Let all the equations hold, let \(i\) be a state with the largest error, and call that error \(c\). The lower bound gives \(R(x)\ge e^{-c}\) for every \(x\). Equation \(i\) gives

\[
\sum_x R(x)e^{-u_i(x)}=e^{-f_i}=e^{-c}Z_i=\sum_x e^{-c}e^{-u_i(x)} .
\]

Each term on the left is at least the corresponding term on the right, and the sums agree, so the terms agree one by one. Because \(e^{-u_i(x)}>0\), it follows that \(R(x)=e^{-c}\) everywhere. Equation \(j\) now reads \(e^{-f_j}=e^{-c}Z_j\), which is \(\delta_j=c\).

**Reference state.** If \(f_r=0\), the common error is \(c=\ln Z_r\), so \(f_k=\ln Z_r-\ln Z_k\). Conversely, these values have equal errors and vanish at \(r\).

**One iteration step.** Multiplying the bounds on \(R\) by \(e^{-u_i(x)}\) and summing gives \(e^{-b}Z_i\le A_i\le e^{-a}Z_i\). The new trial value is \(f_i'=-\ln A_i\). Taking logarithms and rearranging gives \(a\le f_i'+\ln Z_i\le b\).

## The same steps in the Lean proof

The lemma `weighted_pos` finds a state of positive weight and concludes that a weighted sum of positive numbers is positive, which gives \(D(x)>0\). `Z_pos` supplies positive partition functions, and `boltzmann_eq` is the identity that rewrites a term of \(D\) as a multiple of a Gibbs law.

`ratio_bounds` proves both bounds on \(R\). In each half, `Finset.sum_le_sum` makes the termwise comparison, and `hcancel` removes the product \(e^{-c}e^{c}\) after the inequality has been multiplied through.

Inside `solvesMBAR_iff`, `hexp` translates between \(e^{-f_j}=e^{-c}Z_j\) and \(\delta_j=c\), while `havg` evaluates the averages once \(R\) is constant. In the forward direction `Finite.exists_max` selects the state with the largest error; this needs a nonempty `K`, which follows from the weights summing to one. `Finset.sum_eq_sum_iff_of_le` then passes from equal sums to equal terms, and `mul_right_cancel₀` cancels the Boltzmann factor. In the reverse direction `le_antisymm` combines the two bounds into \(R(x)=e^{-c}\).

`solvesMBAR_reference` rewrites with the main theorem and expands the logarithm of the quotient; linear arithmetic does the rest. `mbarUpdate_mem` sums the ratio bounds as `hlo` and `hhi` and takes logarithms with `Real.log_le_log`.

## A single state, and two states with two configurations

With one state, \(n_1=1\) and \(R(x)=e^{-f_1}/Z_1\), so the only equation reads \(e^{-f_1}=e^{-f_1}\). Every \(f_1\) solves it, as the theorem requires: a single error is always equal to itself, and only differences carry information.

For two states, take Boltzmann factors \((1,1)\) and \((1,3)\) on two configurations, with \(n_1=n_2=\tfrac12\). Then \(Z_1=2\), \(Z_2=4\), the Gibbs laws are \((\tfrac12,\tfrac12)\) and \((\tfrac14,\tfrac34)\), and \(m=(\tfrac38,\tfrac58)\). With \(f_1=0\), the predicted solution is \(f_2=-\ln 2\). The denominator becomes

\[
D=\left(\tfrac12\left(1+\tfrac12\right),\ \tfrac12\left(1+\tfrac32\right)\right)=\left(\tfrac34,\tfrac54\right),
\]

so \(R=\tfrac12\) at both configurations. The right-hand sides are \(\tfrac12\cdot 2=1=e^{-f_1}\) and \(\tfrac12\cdot 4=2=e^{-f_2}\), as required.

Starting the iteration from \(f_1=f_2=0\) instead gives errors \(\ln 2\) and \(\ln 4\). Here \(D=(1,2)\) and \(R=(\tfrac38,\tfrac5{16})\), so \(A_1=\tfrac{11}{16}\) and \(A_2=\tfrac{21}{16}\). The new errors are \(\ln\tfrac{32}{11}\approx 1.068\) and \(\ln\tfrac{64}{21}\approx 1.114\), both inside the original interval \([\ln 2,\ln 4]\approx[0.693,1.386]\). After this one step the estimated difference \(f_2-f_1\) is \(-\ln\tfrac{21}{11}\approx-0.647\), compared with the exact \(-\ln 2\approx-0.693\).
